# No periodic state of a classical Heisenberg chain with first- and antiferromagnetic second-neighbour coupling lies below its best spiral

A spin configuration $S$ assigns a vector $S_n\in\mathbb R^3$ to each site $n=0,1,2,\dots$; in Lean it has type `ℕ → Fin 3 → ℝ`. Unit length is not part of the type and enters the theorems on general configurations as the hypothesis `hS`. The couplings $J$ (nearest neighbours) and $K$ (next-nearest neighbours) are real energies that absorb the spin length. Positive values favour antiparallel spins.

```lean
import Mathlib

open Finset

namespace ClassicalSpinSpiral

noncomputable section
```

Site $n$ carries its bonds to the right, so each bond is counted once:

$$\varepsilon_n = J\,S_n\cdot S_{n+1} + K\,S_n\cdot S_{n+2}.$$

```lean
/-- Energy assigned to site `n` of a classical Heisenberg chain with nearest-neighbour
coupling `J` and next-nearest-neighbour coupling `K`. -/
def siteEnergy (J K : ℝ) (S : ℕ → Fin 3 → ℝ) (n : ℕ) : ℝ :=
  J * (S n ⬝ᵥ S (n + 1)) + K * (S n ⬝ᵥ S (n + 2))
```

A spiral of pitch $q$ turns each spin by the angle $q$ from the one before, $S_n=(\cos nq,\sin nq,0)$. It is collinear exactly when $\sin q=0$. Because the exchange is isotropic, the choice of plane does not affect the energy.

```lean
/-- The planar spiral in which each spin is turned by the angle `q` from the one before. -/
def spiral (q : ℝ) (n : ℕ) : Fin 3 → ℝ :=
  ![Real.cos (n * q), Real.sin (n * q), 0]
```

The competing state points up, up, down, down along $z$ and repeats after four sites.

```lean
/-- The collinear up-up-down-down configuration. -/
def uudd (n : ℕ) : Fin 3 → ℝ :=
  ![0, 0, if n % 4 < 2 then 1 else -1]
```

The function to be minimised over $q$ is

$$e(q)=J\cos q+K\cos 2q .$$

```lean
/-- The spiral energy per site, `J cos q + K cos 2q`. -/
def spiralEnergy (J K q : ℝ) : ℝ :=
  J * Real.cos q + K * Real.cos (2 * q)
```

## Energies of the two states

For spins $m$ sites apart in the spiral,

$$S_n\cdot S_{n+m}=\cos nq\,\cos (n+m)q+\sin nq\,\sin (n+m)q=\cos mq .$$

Taking $m=1$ and $m=2$ gives $\varepsilon_n=e(q)$ at every site. The local statement `h` is this identity for general $m$.

```lean
/-- Every site of a spiral of pitch `q` carries the energy `J cos q + K cos 2q`. -/
theorem siteEnergy_spiral (J K q : ℝ) (n : ℕ) :
    siteEnergy J K (spiral q) n = spiralEnergy J K q := by
  -- spins `m` sites apart enclose the angle `m q`
  have h : ∀ m : ℕ, spiral q n ⬝ᵥ spiral q (n + m) = Real.cos (m * q) := by
    intro m
    rw [show (m : ℝ) * q = ((n + m : ℕ) : ℝ) * q - n * q by push_cast; ring, Real.cos_sub]
    simp only [spiral, dotProduct, Fin.sum_univ_three, Matrix.cons_val]
    ring
  rw [siteEnergy, h 1, h 2, spiralEnergy]
  norm_num
```

In the up-up-down-down cell the four nearest-neighbour products are $+1,-1,+1,-1$ and cancel. The four second-neighbour products are all $-1$. The cell energy is therefore $-4K$, or $-K$ per site.

```lean
/-- The four-site cell of the up-up-down-down state has total energy `-4K`. -/
theorem uudd_cell_energy (J K : ℝ) :
    ∑ n ∈ range 4, siteEnergy J K uudd n = -4 * K := by
  simp [Finset.sum_range_succ, siteEnergy, uudd, dotProduct, Fin.sum_univ_three]
  ring
```

## Weak nearest-neighbour coupling: $|J|<4K$

This condition forces $K>0$. Set $a=J/(4K)$, so that $|a|<1$. With $\cos 2q=2\cos^2q-1$,

$$e(q)=4Ka\cos q+2K\cos^2 q-K=-K-2Ka^2+2K(\cos q+a)^2 .$$

The square vanishes at $\cos q=-a$, which an angle can satisfy, and $2Ka^2=J^2/(8K)$. The minimum is thus $-K-J^2/(8K)$. At any minimiser $\sin^2q=1-a^2>0$, so the spiral is noncollinear.

In Lean, `IsLeast` over `Set.range` says that the value is attained and is a lower bound. The identity `hsq` is the completed square, and `Real.arccos (-a)` supplies the pitch.

```lean
/-- For `|J| < 4K` the lowest spiral energy per site is `-K - J²/(8K)`, and no spiral that
attains it is collinear. -/
theorem spiral_regime {J K : ℝ} (hJ : |J| < 4 * K) :
    IsLeast (Set.range (spiralEnergy J K)) (-K - J ^ 2 / (8 * K)) ∧
      ∀ q, spiralEnergy J K q = -K - J ^ 2 / (8 * K) → Real.sin q ≠ 0 := by
  have hK : 0 < K := by linarith [abs_nonneg J]
  obtain ⟨a, rfl⟩ : ∃ a, J = 4 * K * a := ⟨J / (4 * K), by field_simp⟩
  have hd : (4 * K * a) ^ 2 / (8 * K) = 2 * K * a ^ 2 := by
    rw [div_eq_iff (by positivity)]
    ring
  obtain ⟨h1, h2⟩ := abs_lt.mp hJ
  have ha1 : -1 < a := by nlinarith
  have ha2 : a < 1 := by nlinarith
  -- complete the square in `cos q`
  have hsq : ∀ q, spiralEnergy (4 * K * a) K q
      = -K - 2 * K * a ^ 2 + 2 * K * (Real.cos q + a) ^ 2 := by
    intro q
    rw [spiralEnergy, Real.cos_two_mul]
    ring
  rw [hd]
  refine ⟨⟨⟨Real.arccos (-a), ?_⟩, ?_⟩, ?_⟩
  · rw [hsq, Real.cos_arccos (by linarith) (by linarith)]
    ring
  · rintro _ ⟨q, rfl⟩
    rw [hsq]
    have : 0 ≤ 2 * K * (Real.cos q + a) ^ 2 := by positivity
    linarith
  · intro q hq hs
    rw [hsq] at hq
    have h0 : 2 * K * (Real.cos q + a) ^ 2 = 0 := by linarith
    have hc : Real.cos q + a = 0 := by
      rcases mul_eq_zero.mp h0 with h | h
      · linarith
      · exact pow_eq_zero_iff (two_ne_zero) |>.mp h
    have hc' : Real.cos q = -a := by linarith
    have h3 := Real.sin_sq_add_cos_sq q
    rw [hs, hc'] at h3
    nlinarith [mul_pos (sub_pos.mpr ha1) (sub_pos.mpr ha2)]
```

## Strong nearest-neighbour coupling: $|J|\ge 4K>0$

Now the square cannot be made to vanish, except at the boundary $|J|=4K$. Write $c=|\cos q|\le1$. Since $J\cos q\ge-|J|c$,

$$e(q)-(K-|J|)\ \ge\ |J|(1-c)-2K(1-c^2)\ \ge\ 4K(1-c)-2K(1-c)(1+c)=2K(1-c)^2 .$$

This is `key` in the proof. The value $K-|J|$ is reached at $q=\pi$ for $J\ge0$ and at $q=0$ for $J\le0$. Equality requires $c=1$, hence $\sin q=0$.

```lean
/-- For `K > 0` and `|J| ≥ 4K` the lowest spiral energy per site is `K - |J|`, and every
spiral that attains it is collinear. -/
theorem collinear_regime {J K : ℝ} (hK : 0 < K) (hJ : 4 * K ≤ |J|) :
    IsLeast (Set.range (spiralEnergy J K)) (K - |J|) ∧
      ∀ q, spiralEnergy J K q = K - |J| → Real.sin q = 0 := by
  -- any noncollinearity costs energy
  have key : ∀ q, K - |J| + 2 * K * (1 - |Real.cos q|) ^ 2 ≤ spiralEnergy J K q := by
    intro q
    have h1 : -(|J| * |Real.cos q|) ≤ J * Real.cos q := by
      rw [← abs_mul]
      exact neg_abs_le _
    have h2 := mul_nonneg (sub_nonneg.mpr (Real.abs_cos_le_one q)) (sub_nonneg.mpr hJ)
    rw [spiralEnergy, Real.cos_two_mul, ← sq_abs (Real.cos q)]
    nlinarith [h1, h2]
  refine ⟨⟨?_, ?_⟩, ?_⟩
  · rcases le_total 0 J with h | h
    · refine ⟨Real.pi, ?_⟩
      rw [spiralEnergy, Real.cos_two_pi, Real.cos_pi, abs_of_nonneg h]
      ring
    · refine ⟨0, ?_⟩
      rw [spiralEnergy, mul_zero, Real.cos_zero, abs_of_nonpos h]
      ring
  · rintro _ ⟨q, rfl⟩
    have : 0 ≤ 2 * K * (1 - |Real.cos q|) ^ 2 := by positivity
    linarith [key q]
  · intro q hq
    have h0 : |Real.cos q| = 1 := by
      by_contra hc
      have hlt := sub_pos.mpr (lt_of_le_of_ne (Real.abs_cos_le_one q) hc)
      linarith [key q, mul_pos (mul_pos two_pos hK) (pow_pos hlt 2)]
    have h1 : Real.cos q ^ 2 = 1 := by rw [← sq_abs, h0, one_pow]
    exact pow_eq_zero_iff (two_ne_zero) |>.mp (by rw [Real.sin_sq, h1, sub_self])
```

## The gap to up-up-down-down

For $|J|<4K$, subtracting the two energies per site gives

$$-K-\Bigl(-K-\frac{J^2}{8K}\Bigr)=\frac{J^2}{8K}.$$

At $J=0$ the gap closes and the two states are degenerate. The hypothesis `hq` says that $q$ minimises $e$; such a $q$ exists by the preceding minimum.

```lean
/-- For `|J| < 4K` a spiral of lowest energy lies `J²/(8K)` per site below the
up-up-down-down state. -/
theorem uudd_gap {J K q : ℝ} (hJ : |J| < 4 * K)
    (hq : ∀ p, spiralEnergy J K q ≤ spiralEnergy J K p) :
    (∑ n ∈ range 4, siteEnergy J K uudd n) / 4 - spiralEnergy J K q = J ^ 2 / (8 * K) := by
  obtain ⟨⟨p, hp⟩, hlb⟩ := (spiral_regime hJ).1
  have h1 := hq p
  have h2 := hlb ⟨q, rfl⟩
  rw [uudd_cell_energy]
  linarith
```

Take $J=-2K$ as an example. The ferromagnet and the up-up-down-down state both have energy $-K$ per site, while the spiral with $\cos q=1/2$, a pitch of $60^\circ$, has $-1.5K$. In a supercell calculation this spiral needs six sites. A four-site cell admits only uniform pitches that are multiples of $90^\circ$, and the best of these again gives $-K$.

## Bounds for arbitrary periodic textures

Other textures, coplanar or not, might still lie lower. For a configuration of unit spins with period $N$, define

$$B=\sum_{i=0}^{N-1}S_i\cdot S_{i+1},\qquad C=\sum_{i=0}^{N-1}S_i\cdot S_{i+2}.$$

From $|S_i\pm S_{i+1}|^2=2\pm2\,S_i\cdot S_{i+1}\ge0$, each bond lies between $-1$ and $1$, so $|B|\le N$. This bound does not need periodicity.

```lean
/-- In a chain of unit spins the nearest-neighbour correlations of `N` successive bonds sum
to at most `N` in absolute value. -/
theorem bond_sum_bound {S : ℕ → Fin 3 → ℝ} (hS : ∀ i, S i ⬝ᵥ S i = 1) (N : ℕ) :
    |∑ i ∈ range N, S i ⬝ᵥ S (i + 1)| ≤ N := by
  calc |∑ i ∈ range N, S i ⬝ᵥ S (i + 1)|
      ≤ ∑ i ∈ range N, |S i ⬝ᵥ S (i + 1)| := Finset.abs_sum_le_sum_abs _ _
    _ ≤ ∑ i ∈ range N, (1 : ℝ) := by
        refine Finset.sum_le_sum fun i _ => abs_le.mpr ?_
        have hu := hS i
        have hv := hS (i + 1)
        simp only [dotProduct, Fin.sum_univ_three] at hu hv ⊢
        constructor
        · nlinarith [sq_nonneg (S i 0 + S (i + 1) 0), sq_nonneg (S i 1 + S (i + 1) 1),
            sq_nonneg (S i 2 + S (i + 1) 2)]
        · nlinarith [sq_nonneg (S i 0 - S (i + 1) 0), sq_nonneg (S i 1 - S (i + 1) 1),
            sq_nonneg (S i 2 - S (i + 1) 2)]
    _ = N := by simp
```

The second bound ties $B$ and $C$ together. For any real weight $w$ (called `a` in the next theorem),

$$0\le|S_i+wS_{i+1}+S_{i+2}|^2=2+w^2+2w(S_i\cdot S_{i+1}+S_{i+1}\cdot S_{i+2})+2\,S_i\cdot S_{i+2}.$$

Summing over one period gives

$$0\le N(2+w^2)+4wB+2C,$$

because the shifted sum $\sum_i S_{i+1}\cdot S_{i+2}$ equals $B$.

That shift rests on a pair of Mathlib lemmas. Put $f(i)=S_i\cdot S_{i+1}$ and sum it over $N+1$ sites. `Finset.sum_range_succ` splits off the last term, leaving $B+f(N)$; `Finset.sum_range_succ'` splits off the first, leaving the shifted sum plus $f(0)$. Periodicity gives $f(N)=f(0)$, and the two expressions can be compared without modular site indices.

```lean
/-- For unit spins of period `N`, the squared lengths of `S(i) + a S(i+1) + S(i+2)` bound
the first- and second-neighbour correlations jointly. -/
theorem correlation_inequality {S : ℕ → Fin 3 → ℝ} (hS : ∀ i, S i ⬝ᵥ S i = 1) {N : ℕ}
    (hper : ∀ i, S (i + N) = S i) (a : ℝ) :
    0 ≤ N * (2 + a ^ 2) + 4 * a * ∑ i ∈ range N, S i ⬝ᵥ S (i + 1)
      + 2 * ∑ i ∈ range N, S i ⬝ᵥ S (i + 2) := by
  have hloc : ∀ i ∈ range N, 0 ≤ (2 + a ^ 2)
      + 2 * a * (S i ⬝ᵥ S (i + 1) + S (i + 1) ⬝ᵥ S (i + 2)) + 2 * (S i ⬝ᵥ S (i + 2)) := by
    intro i _
    have hu := hS i
    have hv : a ^ 2 * (S (i + 1) ⬝ᵥ S (i + 1)) = a ^ 2 := by rw [hS, mul_one]
    have hw := hS (i + 2)
    simp only [dotProduct, Fin.sum_univ_three] at hu hv hw ⊢
    nlinarith [sq_nonneg (S i 0 + a * S (i + 1) 0 + S (i + 2) 0),
      sq_nonneg (S i 1 + a * S (i + 1) 1 + S (i + 2) 1),
      sq_nonneg (S i 2 + a * S (i + 1) 2 + S (i + 2) 2)]
  -- periodicity lets the bond sum be shifted by one site
  have h1 : ∑ i ∈ range (N + 1), S i ⬝ᵥ S (i + 1)
      = ∑ i ∈ range N, S i ⬝ᵥ S (i + 1) + S N ⬝ᵥ S (N + 1) :=
    Finset.sum_range_succ (fun i => S i ⬝ᵥ S (i + 1)) N
  have h2 : ∑ i ∈ range (N + 1), S i ⬝ᵥ S (i + 1)
      = ∑ i ∈ range N, S (i + 1) ⬝ᵥ S (i + 2) + S 0 ⬝ᵥ S 1 :=
    Finset.sum_range_succ' (fun i => S i ⬝ᵥ S (i + 1)) N
  have hN : S N = S 0 := by simpa using hper 0
  have hN1 : S (N + 1) = S 1 := by simpa [add_comm] using hper 1
  rw [hN, hN1] at h1
  have h := Finset.sum_nonneg hloc
  simp only [Finset.sum_add_distrib, ← Finset.mul_sum, Finset.sum_const, Finset.card_range,
    nsmul_eq_mul] at h
  have h3 : ∑ i ∈ range N, S (i + 1) ⬝ᵥ S (i + 2)
      = ∑ i ∈ range N, S i ⬝ᵥ S (i + 1) := by linarith
  rw [h3] at h
  linarith
```

## The best spiral against all periodic states

The energy of one period is $E=JB+KC$. For $|J|<4K$, choose $w=2a=J/(2K)$ and multiply the joint bound by $K/2$:

$$E=4KaB+KC\ \ge\ -NK(1+2a^2)=N\Bigl(-K-\frac{J^2}{8K}\Bigr).$$

For $J\ge4K$, choose $w=2$, which gives $KC\ge-3KN-4KB$. With $B\ge-N$,

$$E\ge(J-4K)B-3KN\ge N(K-J).$$

For $J\le-4K$, choose $w=-2$ and use $B\le N$:

$$E\ge(J+4K)B-3KN\ge N(K-|J|).$$

In each case the right-hand side is $N$ times the spiral minimum. The Lean proof replaces the two sums by real numbers `B` and `C` with `generalize`, after which `linarith` combines the inequalities.

```lean
/-- For `K > 0` and any `J`, a spiral of lowest energy among spirals has an energy per site
no higher than that of any periodic configuration of unit spins, coplanar or not. -/
theorem spiral_is_ground_state {J K q : ℝ} (hK : 0 < K)
    (hq : ∀ p, spiralEnergy J K q ≤ spiralEnergy J K p)
    {S : ℕ → Fin 3 → ℝ} (hS : ∀ i, S i ⬝ᵥ S i = 1) {N : ℕ}
    (hper : ∀ i, S (i + N) = S i) :
    N * spiralEnergy J K q ≤ ∑ i ∈ range N, siteEnergy J K S i := by
  have hE : ∑ i ∈ range N, siteEnergy J K S i
      = J * ∑ i ∈ range N, S i ⬝ᵥ S (i + 1) + K * ∑ i ∈ range N, S i ⬝ᵥ S (i + 2) := by
    rw [Finset.mul_sum, Finset.mul_sum, ← Finset.sum_add_distrib]
    rfl
  have hB := abs_le.mp (bond_sum_bound hS N)
  have hC := correlation_inequality hS hper
  rw [hE]
  generalize ∑ i ∈ range N, S i ⬝ᵥ S (i + 1) = B at hB hC ⊢
  generalize ∑ i ∈ range N, S i ⬝ᵥ S (i + 2) = C at hC ⊢
  have hN : (0 : ℝ) ≤ N := Nat.cast_nonneg N
  rcases lt_or_ge |J| (4 * K) with hJ | hJ
  · -- spiral regime: with `a = J/(4K)`, use the weight `2 * a = J/(2K)`
    obtain ⟨p, hp⟩ := (spiral_regime hJ).1.1
    have hle := mul_le_mul_of_nonneg_left ((hq p).trans_eq hp) hN
    obtain ⟨a, rfl⟩ : ∃ a, J = 4 * K * a := ⟨J / (4 * K), by field_simp⟩
    have hd : (4 * K * a) ^ 2 / (8 * K) = 2 * K * a ^ 2 := by
      rw [div_eq_iff (by positivity)]
      ring
    rw [hd] at hle
    have h := mul_nonneg hK.le (hC (2 * a))
    linarith
  · -- collinear regime: use the weight `2` or `-2`, by the sign of `J`
    obtain ⟨p, hp⟩ := (collinear_regime hK hJ).1.1
    have hle := mul_le_mul_of_nonneg_left ((hq p).trans_eq hp) hN
    rcases le_total 0 J with h | h
    · rw [abs_of_nonneg h] at hJ hle
      have h1 := mul_nonneg hK.le (hC 2)
      have h2 := mul_nonneg (sub_nonneg.mpr hJ) (by linarith [hB.1] : 0 ≤ B + N)
      linarith
    · rw [abs_of_nonpos h] at hJ hle
      have h1 := mul_nonneg hK.le (hC (-2))
      have h2 := mul_nonneg (sub_nonneg.mpr hJ) (by linarith [hB.2] : 0 ≤ N - B)
      linarith

end

end ClassicalSpinSpiral
```

```lean
#print axioms ClassicalSpinSpiral.siteEnergy_spiral
#print axioms ClassicalSpinSpiral.uudd_gap
#print axioms ClassicalSpinSpiral.spiral_is_ground_state
```

```
'ClassicalSpinSpiral.siteEnergy_spiral' depends on axioms: [propext, Classical.choice, Quot.sound]
'ClassicalSpinSpiral.uudd_gap' depends on axioms: [propext, Classical.choice, Quot.sound]
'ClassicalSpinSpiral.spiral_is_ground_state' depends on axioms: [propext, Classical.choice, Quot.sound]
```

For $N\ge1$, dividing by $N$ gives the comparison per site; the best spiral itself may be incommensurate with the period. The theorem allows ties and does not say that the spiral is the only ground state.

When exchange couplings fitted to electronic-structure energies are used in a classical, isotropic chain with only these two couplings and $K>0$, the result gives a lower bound for the exchange energy of every periodic supercell in that model, provided the couplings follow the sign and bond counting used here. It is not a bound on the electronic-structure total energies themselves. The model leaves out quantum fluctuations, anisotropy, applied fields and coupling between chains.
